# The energy slope of the logarithmic derivative measures the ultrasoft generalised norm

We describe the energy dependence of the radial solutions φ_e by uniform convergence on [0, R] as e → e0, not by a derivative of φ_e with respect to e. Each solution has a free amplitude, and the condition says that the solutions, amplitudes included, are chosen continuously at e0. Differentiability of the logarithmic derivative is then a conclusion.

## From the Wronskian to the generalised norm

Let V and the projectors β_i be continuous on [0, R], and let the matrices D (nonlocal strengths) and q (augmentation charges) be real and symmetric. We use Hartree atomic units and treat the s channel, with φ_e equal to r times the radial wavefunction and β_i equal to r times the radial projector. For energies e near e0, let φ_e(0) = 0 and

−φ_e''/2 + V φ_e + ∑_ij β_i (D_ij − e q_ij) b_j = e φ_e, b_j = ∫ β_j φ_e,

with all integrals over [0, R]. Write L(e) = φ_e'(R)/φ_e(R). If φ_e → φ_e0 uniformly on [0, R] as e → e0, and φ_e0(R) ≠ 0, then L is differentiable at e0 and

−(1/2) φ_e0(R)² L'(e0) = ∫ φ_e0² + ∑_ij b_i q_ij b_j,

with b taken at e0. The right-hand side is the generalised norm.

Take solutions u at energy e and w at energy e', with projections a_i = ∫ β_i u and b_i = ∫ β_i w. Write N_e[u] = ∑_ij β_i (D_ij − e q_ij) a_j, and likewise N_e'[w]. Solving for the second derivatives gives

(u'w − uw')' = 2 N_e[u] w − 2 N_e'[w] u − 2(e − e') uw,

since V cancels. Integrated, the nonlocal terms become

∫ N_e[u] w − ∫ N_e'[w] u = ∑_ij b_i (D_ij − e q_ij) a_j − ∑_ij a_i (D_ij − e' q_ij) b_j = −(e − e') ∑_ij a_i q_ij b_j,

because D and q are symmetric. The Wronskian vanishes at 0, so

u'(R) w(R) − u(R) w'(R) = −2(e − e') S(u, w), S(u, w) = ∫ uw + ∑_ij a_i q_ij b_j.

Now put φ_e0 for u and φ_e for w, and divide by φ_e0(R) φ_e(R), which is nonzero for e near e0:

(L(e) − L(e0))/(e − e0) = −2 S(φ_e0, φ_e)/(φ_e0(R) φ_e(R)).

For continuous g,

|∫ g (φ_e − φ_e0)| ≤ R · max|g| · sup|φ_e − φ_e0| → 0.

With g = φ_e0 and g = β_j this gives S(φ_e0, φ_e) → S(φ_e0, φ_e0), and the identity follows.

## The radial problem in Lean

```lean
import Mathlib

open Set Filter Topology

namespace UltrasoftLogDerivative

noncomputable section
```

`Ultrasoft R ι` holds the potential data; the finite type `ι` labels the projectors and may be empty.

```lean
/-- Data of an ultrasoft pseudopotential in a sphere of radius `R`: local potential `V`,
projectors `β i`, and symmetric matrices `D` (strengths) and `q` (augmentation charges). -/
structure Ultrasoft (R : ℝ) (ι : Type*) where
  V : ℝ → ℝ
  β : ι → ℝ → ℝ
  D : Matrix ι ι ℝ
  q : Matrix ι ι ℝ
  V_cont : ContinuousOn V (Icc 0 R)
  β_cont : ∀ i, ContinuousOn (β i) (Icc 0 R)
  D_symm : D.IsSymm
  q_symm : q.IsSymm
```

The projections, the nonlocal term and S follow the formulas above.

```lean
namespace Ultrasoft

/-- The projection `b i = ∫ β i u` over the sphere radius. -/
def proj {R : ℝ} {ι : Type*} (P : Ultrasoft R ι) (u : ℝ → ℝ) (i : ι) : ℝ :=
  ∫ x in (0 : ℝ)..R, P.β i x * u x

variable {R : ℝ} {ι : Type*} [Fintype ι] (P : Ultrasoft R ι)

/-- The energy-dependent nonlocal term `∑ β i (D - e q) i j b j`. -/
def nonlocalTerm (e : ℝ) (u : ℝ → ℝ) (x : ℝ) : ℝ :=
  ∑ i, P.β i x * ∑ j, (P.D i j - e * P.q i j) * P.proj u j

/-- The generalised overlap `⟨u, w⟩ + b[u] · q b[w]`. -/
def overlap (u w : ℝ → ℝ) : ℝ :=
  (∫ x in (0 : ℝ)..R, u x * w x) + ∑ i, ∑ j, P.proj u i * P.q i j * P.proj w j
```

A solution is a pair: `u` and its slope `du`. Derivatives are taken within [0, R], hence one-sided at the ends. The factor 1/2 is that of Hartree atomic units.

```lean
/-- `u`, with slope `du`, vanishes at the origin and solves the radial equation
`-u''/2 + V u + ∑ β i (D - e q) i j b j = e u` on `[0, R]`, written here for `u''`. -/
structure IsSolution (e : ℝ) (u du : ℝ → ℝ) : Prop where
  zero : u 0 = 0
  slope : ∀ x ∈ Icc 0 R, HasDerivWithinAt u (du x) (Icc 0 R) x
  radial : ∀ x ∈ Icc 0 R, HasDerivWithinAt du
    (2 * (P.V x * u x + P.nonlocalTerm e u x - e * u x)) (Icc 0 R) x
```

`IsBranch` asks for solutions only near e0, together with uniform convergence. Both are assumed, not derived from the equation. Continuity of V up to the origin excludes a Coulomb singularity and the centrifugal term for l > 0, and V, D and q do not respond to the density.

```lean
/-- A family of solutions for energies near `e0` that converges uniformly on `[0, R]`
to the solution at `e0`. -/
structure IsBranch (e0 : ℝ) (φ dφ : ℝ → ℝ → ℝ) : Prop where
  solves : ∀ᶠ e in 𝓝 e0, P.IsSolution e (φ e) (dφ e)
  converges : TendstoUniformlyOn φ (φ e0) (𝓝 e0) (Icc 0 R)
```

## Green identity and secant formula

The first lemma moves the integral inside the finite sum. The second swaps the summation indices and uses `D_symm` and `q_symm`, leaving only (e − e')q.

```lean
/-- The nonlocal term integrated against `w` is a bilinear form in the projections. -/
theorem integral_nonlocalTerm (hR : 0 ≤ R) (e : ℝ) (u : ℝ → ℝ) {w : ℝ → ℝ}
    (hw : ContinuousOn w (Icc 0 R)) :
    ∫ x in (0 : ℝ)..R, P.nonlocalTerm e u x * w x =
      ∑ i, P.proj w i * ∑ j, (P.D i j - e * P.q i j) * P.proj u j := by
  have h : ∀ x, P.nonlocalTerm e u x * w x =
      ∑ i, (∑ j, (P.D i j - e * P.q i j) * P.proj u j) * (P.β i x * w x) := by
    intro x
    rw [nonlocalTerm, Finset.sum_mul]
    exact Finset.sum_congr rfl fun i _ => by ring
  simp only [h]
  rw [intervalIntegral.integral_finsetSum]
  · refine Finset.sum_congr rfl fun i _ => ?_
    rw [intervalIntegral.integral_const_mul, mul_comm]
    rfl
  · intro i _
    exact (((P.β_cont i).mul hw).intervalIntegrable_of_Icc hR).const_mul _

/-- Between two energies the symmetric strengths `D` cancel and only the
augmentation charges remain. -/
theorem nonlocal_antisymm (e e' : ℝ) (a b : ι → ℝ) :
    (∑ i, b i * ∑ j, (P.D i j - e * P.q i j) * a j) -
      ∑ i, a i * ∑ j, (P.D i j - e' * P.q i j) * b j =
    -(e - e') * ∑ i, ∑ j, a i * P.q i j * b j := by
  have h1 : (∑ i, b i * ∑ j, (P.D i j - e * P.q i j) * a j) =
      ∑ i, ∑ j, a i * ((P.D i j - e * P.q i j) * b j) := by
    simp only [Finset.mul_sum]
    rw [Finset.sum_comm]
    refine Finset.sum_congr rfl fun i _ => Finset.sum_congr rfl fun j _ => ?_
    rw [P.D_symm.apply i j, P.q_symm.apply i j]
    ring
  rw [h1]
  simp only [Finset.mul_sum, ← Finset.sum_sub_distrib]
  exact Finset.sum_congr rfl fun i _ => Finset.sum_congr rfl fun j _ => by ring
```

In `green_identity`, `hder` is the derivative of the Wronskian, and `ftc` integrates it by the fundamental theorem of calculus. The final `linear_combination` inserts the nonlocal cancellation `pr`.

```lean
variable {P}

/-- Green identity: the Wronskian at `R` of solutions at energies `e` and `e'` is fixed by
`e - e'` times their generalised overlap. -/
theorem green_identity (hR : 0 ≤ R) {e e' : ℝ} {u du w dw : ℝ → ℝ}
    (hu : P.IsSolution e u du) (hw : P.IsSolution e' w dw) :
    -(1 / 2) * (du R * w R - u R * dw R) = (e - e') * P.overlap u w := by
  have cu : ContinuousOn u (Icc 0 R) := fun x hx => (hu.slope x hx).continuousWithinAt
  have cw : ContinuousOn w (Icc 0 R) := fun x hx => (hw.slope x hx).continuousWithinAt
  have cdu : ContinuousOn du (Icc 0 R) := fun x hx => (hu.radial x hx).continuousWithinAt
  have cdw : ContinuousOn dw (Icc 0 R) := fun x hx => (hw.radial x hx).continuousWithinAt
  have cN : ∀ (a : ℝ) (v : ℝ → ℝ), ContinuousOn (P.nonlocalTerm a v) (Icc 0 R) :=
    fun a v => continuousOn_finsetSum Finset.univ fun i _ =>
      (P.β_cont i).mul continuousOn_const
  -- the local potential drops out of the derivative of the Wronskian
  have hder : ∀ x ∈ Ioo 0 R, HasDerivAt (fun x => du x * w x - u x * dw x)
      (2 * (P.nonlocalTerm e u x * w x) - 2 * (P.nonlocalTerm e' w x * u x)
        - 2 * (e - e') * (u x * w x)) x := by
    intro x hx
    have hn := Icc_mem_nhds hx.1 hx.2
    have hx' := Ioo_subset_Icc_self hx
    have h := (((hu.radial x hx').hasDerivAt hn).fun_mul
      ((hw.slope x hx').hasDerivAt hn)).fun_sub
      (((hu.slope x hx').hasDerivAt hn).fun_mul ((hw.radial x hx').hasDerivAt hn))
    exact h.congr_deriv (by ring)
  have i1 : IntervalIntegrable (fun x => 2 * (P.nonlocalTerm e u x * w x))
      MeasureTheory.volume 0 R := (((cN e u).mul cw).intervalIntegrable_of_Icc hR).const_mul 2
  have i2 : IntervalIntegrable (fun x => 2 * (P.nonlocalTerm e' w x * u x))
      MeasureTheory.volume 0 R := (((cN e' w).mul cu).intervalIntegrable_of_Icc hR).const_mul 2
  have i3 : IntervalIntegrable (fun x => 2 * (e - e') * (u x * w x))
      MeasureTheory.volume 0 R := ((cu.mul cw).intervalIntegrable_of_Icc hR).const_mul _
  have i12 : IntervalIntegrable (fun x => 2 * (P.nonlocalTerm e u x * w x)
      - 2 * (P.nonlocalTerm e' w x * u x)) MeasureTheory.volume 0 R := i1.sub i2
  have cW : ContinuousOn (fun x => du x * w x - u x * dw x) (Icc 0 R) :=
    (cdu.mul cw).sub (cu.mul cdw)
  have ftc := intervalIntegral.integral_eq_sub_of_hasDerivAt_of_le hR cW hder (i12.sub i3)
  rw [intervalIntegral.integral_sub i12 i3, intervalIntegral.integral_sub i1 i2,
    intervalIntegral.integral_const_mul, intervalIntegral.integral_const_mul,
    intervalIntegral.integral_const_mul, P.integral_nonlocalTerm hR e u cw,
    P.integral_nonlocalTerm hR e' w cu] at ftc
  simp only [hu.zero, hw.zero] at ftc
  have pr := P.nonlocal_antisymm e e' (P.proj u) (P.proj w)
  unfold overlap
  linear_combination (1 / 2) * ftc - pr
```

Division by the boundary values gives a formula that is exact for any two energies, however far apart.

```lean
/-- Exact finite-difference formula for the logarithmic derivatives at two energies. -/
theorem logDeriv_secant (hR : 0 ≤ R) {e e' : ℝ} {u du w dw : ℝ → ℝ}
    (hu : P.IsSolution e u du) (hw : P.IsSolution e' w dw) (hu0 : u R ≠ 0) (hw0 : w R ≠ 0) :
    -(1 / 2) * (u R * w R) * (du R / u R - dw R / w R) = (e - e') * P.overlap u w := by
  have h1 : du R / u R * u R = du R := div_mul_cancel₀ _ hu0
  have h2 : dw R / w R * w R = dw R := div_mul_cancel₀ _ hw0
  linear_combination green_identity hR hu hw - (1 / 2) * w R * h1 + (1 / 2) * u R * h2
```

## The limit e → e0

The next lemma is the estimate with g, where `C` bounds |g|.

```lean
/-- Integrals against a fixed continuous function follow a uniform limit of wavefunctions. -/
theorem tendsto_integral_mul (hR : 0 ≤ R) {e0 : ℝ} {φ : ℝ → ℝ → ℝ} {g : ℝ → ℝ}
    (hg : ContinuousOn g (Icc 0 R)) (hc : ∀ᶠ e in 𝓝 e0, ContinuousOn (φ e) (Icc 0 R))
    (hφ : TendstoUniformlyOn φ (φ e0) (𝓝 e0) (Icc 0 R)) :
    Tendsto (fun e => ∫ x in (0 : ℝ)..R, g x * φ e x) (𝓝 e0)
      (𝓝 (∫ x in (0 : ℝ)..R, g x * φ e0 x)) := by
  rw [Metric.tendsto_nhds]
  intro ε hε
  obtain ⟨C, hC⟩ := isCompact_Icc.exists_bound_of_continuousOn hg
  have hC0 : 0 ≤ C := (norm_nonneg _).trans (hC 0 ⟨le_rfl, hR⟩)
  have hK : 0 < C * R + 1 := by positivity
  obtain ⟨δ, hδ0, hδ⟩ : ∃ δ : ℝ, 0 < δ ∧ δ * (C * R + 1) = ε :=
    ⟨ε / (C * R + 1), div_pos hε hK, div_mul_cancel₀ _ hK.ne'⟩
  filter_upwards [Metric.tendstoUniformlyOn_iff.1 hφ δ hδ0, hc] with e he hce
  have i1 : IntervalIntegrable (fun x => g x * φ e x) MeasureTheory.volume 0 R :=
    (hg.mul hce).intervalIntegrable_of_Icc hR
  have i2 : IntervalIntegrable (fun x => g x * φ e0 x) MeasureTheory.volume 0 R :=
    (hg.mul hc.self_of_nhds).intervalIntegrable_of_Icc hR
  rw [Real.dist_eq, ← intervalIntegral.integral_sub i1 i2]
  have hb : ‖∫ x in (0 : ℝ)..R, (g x * φ e x - g x * φ e0 x)‖ ≤ C * δ * |R - 0| := by
    refine intervalIntegral.norm_integral_le_of_norm_le_const fun x hx => ?_
    rw [Set.uIoc_of_le hR] at hx
    have hx' : x ∈ Icc 0 R := ⟨hx.1.le, hx.2⟩
    have h2 := (he x hx').le
    rw [dist_comm, Real.dist_eq] at h2
    rw [← mul_sub, norm_mul]
    exact mul_le_mul (hC x hx') h2 (norm_nonneg _) hC0
  rw [sub_zero R, abs_of_nonneg hR] at hb
  have hlt : C * δ * R < ε := by nlinarith
  exact lt_of_le_of_lt hb hlt
```

In `hasDerivAt_logDeriv`, `ov` is the convergence of the overlap and `lim` that of the whole quotient. The secant formula identifies this quotient with the difference quotient for e ≠ e0.

```lean
/-- The logarithmic derivative at `R` is differentiable in the energy, with slope
`-2 (⟨φ, φ⟩ + b · q b) / φ(R)²`, where `φ(R)` is nonzero. -/
theorem hasDerivAt_logDeriv (hR : 0 ≤ R) {e0 : ℝ} {φ dφ : ℝ → ℝ → ℝ}
    (h : P.IsBranch e0 φ dφ) (h0 : φ e0 R ≠ 0) :
    HasDerivAt (fun e => dφ e R / φ e R)
      (-2 * P.overlap (φ e0) (φ e0) / (φ e0 R) ^ 2) e0 := by
  have hc : ∀ᶠ e in 𝓝 e0, ContinuousOn (φ e) (Icc 0 R) :=
    h.solves.mono fun e he x hx => (he.slope x hx).continuousWithinAt
  have hRt : Tendsto (fun e => φ e R) (𝓝 e0) (𝓝 (φ e0 R)) :=
    h.converges.tendsto_at ⟨hR, le_rfl⟩
  have ov : Tendsto (fun e => P.overlap (φ e0) (φ e)) (𝓝 e0)
      (𝓝 (P.overlap (φ e0) (φ e0))) :=
    (tendsto_integral_mul hR hc.self_of_nhds hc h.converges).add
      (tendsto_finsetSum _ fun i _ => tendsto_finsetSum _ fun j _ =>
        (tendsto_integral_mul hR (P.β_cont j) hc h.converges).const_mul _)
  have lim := (ov.const_mul (-2)).div (hRt.const_mul (φ e0 R)) (mul_ne_zero h0 h0)
  rw [hasDerivAt_iff_tendsto_slope, sq]
  refine (lim.mono_left nhdsWithin_le_nhds).congr' ?_
  -- off `e0` the difference quotient is given by the secant formula
  filter_upwards [self_mem_nhdsWithin, h.solves.filter_mono nhdsWithin_le_nhds,
    (hRt.eventually_ne h0).filter_mono nhdsWithin_le_nhds] with e hne hs hz
  have key := logDeriv_secant hR h.solves.self_of_nhds hs h0 hz
  have hd : e - e0 ≠ 0 := sub_ne_zero.2 hne
  rw [slope_def_field]
  change -2 * P.overlap (φ e0) (φ e) / (φ e0 R * φ e R) = _
  rw [div_eq_div_iff (mul_ne_zero h0 hz) hd]
  linear_combination (-2) * key
```

The stated identity is a rearrangement. The hypothesis `0 ≤ R` suffices, because φ_e0(R) ≠ 0 already excludes R = 0.

```lean
/-- The energy slope of the logarithmic derivative measures the generalised norm:
`-(1/2) φ(R)² d(φ'/φ)(R)/de = ⟨φ, φ⟩ + b · q b`. -/
theorem logDeriv_norm_identity (hR : 0 ≤ R) {e0 : ℝ} {φ dφ : ℝ → ℝ → ℝ}
    (h : P.IsBranch e0 φ dφ) (h0 : φ e0 R ≠ 0) :
    -(1 / 2) * (φ e0 R) ^ 2 * deriv (fun e => dφ e R / φ e R) e0 =
      (∫ x in (0 : ℝ)..R, φ e0 x * φ e0 x) +
        ∑ i, ∑ j, P.proj (φ e0) i * P.q i j * P.proj (φ e0) j := by
  rw [(hasDerivAt_logDeriv hR h h0).deriv]
  change _ = P.overlap (φ e0) (φ e0)
  have hc := div_mul_cancel₀ (-2 * P.overlap (φ e0) (φ e0)) (pow_ne_zero 2 h0)
  linear_combination (-(1 / 2)) * hc
```

## Sign of the slope and matching to a reference

If q is positive semidefinite, the generalised norm is at least ∫ φ_e0², which is positive because φ_e0 is continuous and nonzero at R. Hence L'(e0) < 0. By the identity, a positive generalised norm is already enough for this, even if q is not positive semidefinite.

```lean
/-- If `q` is positive semidefinite, the logarithmic derivative has negative energy slope. -/
theorem deriv_logDeriv_neg (hR : 0 < R) {e0 : ℝ} {φ dφ : ℝ → ℝ → ℝ}
    (h : P.IsBranch e0 φ dφ) (h0 : φ e0 R ≠ 0)
    (hq : ∀ b : ι → ℝ, 0 ≤ ∑ i, ∑ j, b i * P.q i j * b j) :
    deriv (fun e => dφ e R / φ e R) e0 < 0 := by
  have c0 : ContinuousOn (φ e0) (Icc 0 R) :=
    fun x hx => (h.solves.self_of_nhds.slope x hx).continuousWithinAt
  have hpos : 0 < ∫ x in (0 : ℝ)..R, φ e0 x * φ e0 x :=
    intervalIntegral.integral_pos hR (c0.mul c0) (fun x _ => mul_self_nonneg _)
      ⟨R, ⟨hR.le, le_rfl⟩, mul_self_pos.2 h0⟩
  have hov : 0 < P.overlap (φ e0) (φ e0) := add_pos_of_pos_of_nonneg hpos (hq _)
  rw [(hasDerivAt_logDeriv hR.le h h0).deriv]
  exact div_neg_of_neg_of_pos (by linarith) (by positivity)
```

For a reference problem `A` with q = 0, the same identity contains only the ordinary norm ∫ ψ_e0². With equal boundary values at e0, the prefactors agree, so equal slopes and equal norms are equivalent.

```lean
/-- An ultrasoft solution and a reference solution without augmentation charges, equal and
nonzero at `R`, have equal energy slopes of their logarithmic derivatives exactly when the
generalised norm equals the reference norm. -/
theorem slopes_match_iff {κ : Type*} [Fintype κ] {A : Ultrasoft R κ} (hA : A.q = 0)
    (hR : 0 ≤ R) {e0 : ℝ} {φ dφ ψ dψ : ℝ → ℝ → ℝ} (h : P.IsBranch e0 φ dφ)
    (h' : A.IsBranch e0 ψ dψ) (hm : ψ e0 R = φ e0 R) (h0 : φ e0 R ≠ 0) :
    deriv (fun e => dφ e R / φ e R) e0 = deriv (fun e => dψ e R / ψ e R) e0 ↔
      P.overlap (φ e0) (φ e0) = ∫ x in (0 : ℝ)..R, ψ e0 x * ψ e0 x := by
  have h1 := logDeriv_norm_identity hR h h0
  have h2 := logDeriv_norm_identity hR h' (hm ▸ h0)
  simp only [hA, Matrix.zero_apply, mul_zero, zero_mul, Finset.sum_const_zero,
    add_zero, hm] at h2
  unfold overlap
  rw [← h1, ← h2]
  have hne : -(1 / 2) * (φ e0 R) ^ 2 ≠ 0 := mul_ne_zero (by norm_num) (pow_ne_zero 2 h0)
  exact ⟨fun hd => by rw [hd], fun hd => mul_left_cancel₀ hne hd⟩

end Ultrasoft
```

This bears on the construction of ultrasoft pseudopotentials: in this single-channel radial model with fixed potentials, if the logarithmic derivatives themselves also agree at e0, the norm condition makes them agree to first order in energy. The usual reference there is the all-electron atom. With a point nucleus its −Z/r potential lies outside the theorem, which requires the potential of `A` to be continuous up to the origin.

## A negative q with a flat logarithmic derivative

The sign result can fail when q is not positive semidefinite. On [0, 1] take V = 0, D = 0, one projector β(x) = x, and q = −3. This is a mathematical counterexample, not an admissible pseudopotential: the overlap operator 1 + |β⟩q⟨β| should be positive definite, but here it sends β to zero.

```lean
/-- One projector `β(x) = x` on `[0, 1]` with `V = 0`, `D = 0` and `q = -3`. -/
def linearModel : Ultrasoft 1 Unit where
  V := fun _ => 0
  β := fun _ x => x
  D := fun _ _ => 0
  q := fun _ _ => -3
  V_cont := continuousOn_const
  β_cont := fun _ => continuousOn_id
  D_symm := Matrix.IsSymm.ext fun _ _ => rfl
  q_symm := Matrix.IsSymm.ext fun _ _ => rfl
```

For φ(x) = x the projection is b = 1/3, so the nonlocal term is x · 3e · (1/3) = ex. This equals eφ, and φ'' = 0, so the same φ solves the equation at every energy. Its logarithmic derivative at R = 1 is always 1, with slope zero, in agreement with the generalised norm 1/3 − 3 · (1/3)² = 0. The theorem checks the branch conditions and the vanishing norm.

```lean
/-- In `linearModel` the function `φ(x) = x` solves the radial equation at all energies near
any `e0`, and its generalised norm is zero. -/
theorem linearModel_witness (e0 : ℝ) :
    linearModel.IsBranch e0 (fun _ x => x) (fun _ _ => 1) ∧
      linearModel.overlap (fun x => x) (fun x => x) = 0 := by
  have hi : ∫ x in (0 : ℝ)..1, x * x = 1 / 3 := by
    simp only [← sq]
    rw [integral_pow]
    norm_num
  have hp : ∀ i, linearModel.proj (fun x => x) i = 1 / 3 := fun _ => hi
  refine ⟨⟨Eventually.of_forall fun e => ⟨rfl, fun x _ => hasDerivWithinAt_id x _,
    fun x _ => ?_⟩, ?_⟩, ?_⟩
  · have h : 2 * (linearModel.V x * x + linearModel.nonlocalTerm e (fun x => x) x - e * x)
        = 0 := by
      simp only [Ultrasoft.nonlocalTerm, hp, Finset.univ_unique, Finset.sum_singleton]
      simp only [linearModel]
      ring
    exact (hasDerivWithinAt_const x _ (1 : ℝ)).congr_deriv h.symm
  · exact Metric.tendstoUniformlyOn_iff.2 fun ε hε =>
      Eventually.of_forall fun e x _ => by simpa using hε
  · simp only [Ultrasoft.overlap, hp, hi, Finset.univ_unique, Finset.sum_singleton]
    simp only [linearModel]
    norm_num

end

end UltrasoftLogDerivative
```

```lean
#print axioms UltrasoftLogDerivative.Ultrasoft.logDeriv_norm_identity
#print axioms UltrasoftLogDerivative.Ultrasoft.deriv_logDeriv_neg
#print axioms UltrasoftLogDerivative.Ultrasoft.slopes_match_iff
```

```
'UltrasoftLogDerivative.Ultrasoft.logDeriv_norm_identity' depends on axioms: [propext, Classical.choice, Quot.sound]
'UltrasoftLogDerivative.Ultrasoft.deriv_logDeriv_neg' depends on axioms: [propext, Classical.choice, Quot.sound]
'UltrasoftLogDerivative.Ultrasoft.slopes_match_iff' depends on axioms: [propext, Classical.choice, Quot.sound]
```
